# The second-order Brillouin-Wigner correlation energy per copy tends to zero for many identical non-interacting copies

The second-order Brillouin-Wigner correlation energy is a negative solution of `E = ∑ w / (E - D)`, where the `D` are excitation gaps and the `w` squared couplings. The system has finitely many excitations, with positive gaps and non-negative squared couplings, and `N + 1` non-interacting copies of it simply repeat these values. The theorem says that if `E N` is such an energy for `N + 1` copies, for every `N`, then `E N / (N + 1)` tends to zero. The proof uses an earlier lemma, `energy_sq_le`, by which the square of the energy is at most the total squared coupling, here `N + 1` times that of one copy. The size of the energy per copy is then at most the square root of `(∑ w) / (N + 1)`, which tends to zero.

As first written in Lean, the proof fails:

```lean
import Mathlib

open Filter Topology

namespace BrillouinWignerSizeConsistency

noncomputable section

variable {ι κ : Type*} [Fintype ι] [Fintype κ]

/-- The second-order Brillouin-Wigner sum `∑ w / (E - D)` at trial energy `E`, for excitation gaps
`D` and squared couplings `w`. A term whose denominator is zero counts as zero, by Lean's convention
for division. -/
def bwSum (D w : ι → ℝ) (E : ℝ) : ℝ := ∑ i, w i / (E - D i)

/-- `E` is a second-order Brillouin-Wigner correlation energy: a negative solution of
`E = ∑ w / (E - D)`. -/
def IsBWEnergy (D w : ι → ℝ) (E : ℝ) : Prop := E < 0 ∧ E = bwSum D w E

/-- The gaps (or weights) of `N` identical non-interacting copies of a system. -/
def copies (N : ℕ) (x : ι → ℝ) : Fin N × ι → ℝ := fun p => x p.2

/-- For positive gaps, the square of a Brillouin-Wigner energy is at most the total squared
coupling. -/
theorem energy_sq_le {D w : ι → ℝ} (hD : ∀ i, 0 < D i) (hw : ∀ i, 0 ≤ w i) {E : ℝ}
    (h : IsBWEnergy D w E) : E ^ 2 ≤ ∑ i, w i := by
  calc E ^ 2 = E * bwSum D w E := by rw [← h.2, sq]
    _ = ∑ i, E * (w i / (E - D i)) := by rw [bwSum, Finset.mul_sum]
    _ ≤ ∑ i, w i := by
      refine Finset.sum_le_sum fun i _ => ?_
      have hden : E - D i < 0 := by linarith [hD i, h.1]
      rw [← mul_div_assoc, div_le_iff_of_neg hden]
      nlinarith [mul_nonneg (hw i) (hD i).le]

/-- For `N + 1` identical non-interacting copies, the Brillouin-Wigner energy per copy tends
to zero as `N` grows. -/
theorem energy_per_copy_tendsto_zero {D w : ι → ℝ} (hD : ∀ i, 0 < D i)
    (hw : ∀ i, 0 ≤ w i) {E : ℕ → ℝ}
    (h : ∀ N, IsBWEnergy (copies (N + 1) D) (copies (N + 1) w) (E N)) :
    Tendsto (fun N : ℕ => E N / ((N : ℝ) + 1)) atTop (𝓝 0) := by
  have hlim := ((tendsto_one_div_add_atTop_nhds_zero_nat (𝕜 := ℝ)).const_mul
    (∑ i, w i)).sqrt
  rw [mul_zero, Real.sqrt_zero] at hlim
  refine squeeze_zero_norm (fun N => ?_) hlim
  rw [Real.norm_eq_abs]
  apply Real.abs_le_sqrt
  -- the total squared coupling grows only linearly with the number of copies
  have hb : E N ^ 2 ≤ ((N : ℝ) + 1) * ∑ i, w i := by
    have h0 := energy_sq_le (fun p => hD p.2) (fun p => hw p.2) (h N)
    have hs : ∑ p, copies (N + 1) w p = ((N : ℝ) + 1) * ∑ i, w i := by
      simp [copies, Fintype.sum_prod_type]
    rwa [hs] at h0
  have hN : (0 : ℝ) < (N : ℝ) + 1 := by positivity
  rw [div_pow, mul_one_div, div_le_div_iff₀ (by positivity) hN]
  nlinarith [mul_le_mul_of_nonneg_right hb hN.le]

end

end BrillouinWignerSizeConsistency
```

Messages:

```
Main.lean:49:41: error: Invalid projection: Type of
  p
is not known; cannot resolve projection `2`
Main.lean:49:59: error: Invalid projection: Type of
  p
is not known; cannot resolve projection `2`
```

Cause. Both messages concern the call to `energy_sq_le`, and say that Lean cannot read `p.2` because it does not know the type of `p`. The lemma leaves its gaps, its couplings and their index type implicit, and `fun p => hD p.2` does not say what `p` is. The argument that would settle this, `h N`, comes only after the two functions, and Lean had not used it when it needed the type of `p`.

The repair gives the implicit arguments by name. With `D := copies (N + 1) D`, the index type is `Fin (N + 1) × ι`, so `p` is a pair and `p.2` is an excitation of the single system. Then `hD p.2` proves the required positivity, since `copies (N + 1) D p` is `D p.2` by definition. This also settles the type of `p` in the second function. Naming `w` as well fixes the couplings as `copies (N + 1) w`, the form in which they appear in `hs`, which is later used to rewrite the sum in `h0`.

This version goes through:

```diff
@@ -47,5 +47,6 @@
   -- the total squared coupling grows only linearly with the number of copies
   have hb : E N ^ 2 ≤ ((N : ℝ) + 1) * ∑ i, w i := by
-    have h0 := energy_sq_le (fun p => hD p.2) (fun p => hw p.2) (h N)
+    have h0 := energy_sq_le (D := copies (N + 1) D) (w := copies (N + 1) w)
+      (fun p => hD p.2) (fun p => hw p.2) (h N)
     have hs : ∑ p, copies (N + 1) w p = ((N : ℝ) + 1) * ∑ i, w i := by
       simp [copies, Fintype.sum_prod_type]
```
